# A first-order ground energy that is exact at one coupling t > 0 is exact on all of [0, t]

A cluster of identical spins sits in a uniform magnetic field along $z$, and its Hamiltonian conserves the total $S_z$. When the field is raised from some initial value, a ground state of definite $S_z$ stays an eigenstate and its energy changes linearly. It remains the ground state until another level crosses it. First-order perturbation theory is exact along that stretch. Suppose now that no symmetry is known, and that the exact ground energy has been computed at a single coupling and found to lie on the first-order line. What does this one coincidence say about the state, and about the couplings in between?

Let $H_0$ and $V$ be Hermitian operators on a finite-dimensional complex inner product space, and let $E(s)$ be the lowest eigenvalue of $H_0+sV$ for real $s$. Let $u$ be a unit vector with $H_0u=E(0)u$, and write $v=\langle u,Vu\rangle$. The claim is that if $E(t)=E(0)+tv$ for one $t>0$, then $Vu=vu$, and $E(s)=E(0)+sv$ for every $s\in[0,t]$.

## From one energy to an eigenvector

Let $T$ be Hermitian, with an orthonormal basis of eigenvectors $b_i$ and eigenvalues $\lambda_i$, the lowest being $\lambda_k$. For every vector $x$,
$$\langle x,Tx\rangle=\sum_i\lambda_i|\langle b_i,x\rangle|^2\ \ge\ \lambda_k\sum_i|\langle b_i,x\rangle|^2=\lambda_k\|x\|^2 .$$
For $T=H_0+tV$ and $x=u$ this gives $E(t)\le E(0)+tv$. The hypothesis says that equality holds, so $u$ attains the minimum.

A vector that attains the minimum is an eigenvector. To see this, let $A$ be Hermitian with $\langle x,Ax\rangle\ge0$ for all $x$, and let $\langle u,Au\rangle=0$. Put $a=\|Au\|^2$ and $c=\langle Au,A(Au)\rangle\ge0$. For real $r$,
$$0\le\langle u-rAu,\,A(u-rAu)\rangle=-2ra+r^2c .$$
If $a>0$, choose $r=a/(c+1)$, so that $a=r(c+1)$. The right side becomes $-2r^2(c+1)+r^2c=-r^2(c+2)<0$, a contradiction. Hence $Au=0$.

With $A=H_0+tV-E(t)$ this reads $(H_0+tV)u=(E(0)+tv)u$. Subtracting $H_0u=E(0)u$ and dividing by $t$ leaves $Vu=vu$.

## The couplings in between

For $0\le s\le t$ the operator $H_0+sV$ is a mixture of the two endpoints:
$$t(H_0+sV)=(t-s)H_0+s(H_0+tV).$$
Taking expectation values in any $y$ and using the lower bound at each endpoint,
$$t\langle y,(H_0+sV)y\rangle\ge\big[(t-s)E(0)+s(E(0)+tv)\big]\|y\|^2=t\,(E(0)+sv)\|y\|^2 .$$
So no eigenvalue of $H_0+sV$ lies below $E(0)+sv$. Since $(H_0+sV)u=(E(0)+sv)u$, this value is itself an eigenvalue, and therefore the lowest.

Beyond $t$ the line can fail. Take orthonormal $u,e$ with $H_0=|e\rangle\langle e|$ and $V=-|e\rangle\langle e|$. Then $H_0+sV=(1-s)|e\rangle\langle e|$ and $E(s)=\min(0,1-s)$, while the first-order energy of $u$ is $0$. The two agree up to $s=1$ and separate afterwards.

## Energies and expectation values in Lean

The space `E` is a complex inner product space; finite dimension is added only where it is needed. The code writes `H` for $H_0$, and the energy $E(s)$ of the text is `groundEnergy (H + (s : ℂ) • V)`, not to be confused with the space `E`.

```lean
import Mathlib

open Module

namespace FirstOrderExact

noncomputable section

variable {E : Type*} [NormedAddCommGroup E] [InnerProductSpace ℂ E]
```

Operators are linear maps, and `IsSymmetric` expresses Hermiticity. The expectation value is the real part of $\langle x,Tx\rangle$, which for a symmetric operator is the whole number. It is not divided by $\|x\|^2$, so the bounds carry that factor; for the unit vector $u$, `expVal V u` is $v$.

```lean
/-- The expectation value `Re ⟨x, T x⟩` of an operator in the (unnormalised) state `x`. -/
def expVal (T : E →ₗ[ℂ] E) (x : E) : ℝ := (inner ℂ x (T x)).re

/-- The energy levels of an operator: its real eigenvalues. -/
def levels (T : E →ₗ[ℂ] E) : Set ℝ := {e | ∃ x : E, x ≠ 0 ∧ T x = (e : ℂ) • x}
```

The ground energy is defined as an infimum, which has its physical meaning only once a lowest level is known to exist. `groundEnergy_spec` below supplies this.

```lean
/-- The ground energy: the infimum of the energy levels. -/
def groundEnergy (T : E →ₗ[ℂ] E) : ℝ := sInf (levels T)
```

Four small lemmas follow: the norm as an inner product, the expectation value in an eigenvector, its linearity in the coupling, and the Hermiticity of $H_0+sV$ for real $s$.

```lean
lemma re_inner_self (x : E) : (inner ℂ x x).re = ‖x‖ ^ 2 :=
  inner_self_eq_norm_sq (𝕜 := ℂ) x

lemma expVal_eigen {T : E →ₗ[ℂ] E} {x : E} {e : ℝ} (h : T x = (e : ℂ) • x) :
    expVal T x = e * ‖x‖ ^ 2 := by
  rw [expVal, h, inner_smul_right, Complex.re_ofReal_mul, re_inner_self]

lemma expVal_add_smul (H V : E →ₗ[ℂ] E) (s : ℝ) (x : E) :
    expVal (H + (s : ℂ) • V) x = expVal H x + s * expVal V x := by
  simp only [expVal, LinearMap.add_apply, LinearMap.smul_apply, inner_add_right,
    inner_smul_right, Complex.add_re, Complex.re_ofReal_mul]

lemma symm_add_smul {H V : E →ₗ[ℂ] E} (hH : H.IsSymmetric) (hV : V.IsSymmetric) (s : ℝ) :
    (H + (s : ℂ) • V).IsSymmetric := by
  intro x y
  simp only [LinearMap.add_apply, LinearMap.smul_apply, inner_add_left, inner_add_right,
    inner_smul_left, inner_smul_right, Complex.conj_ofReal]
  rw [hH x y, hV x y]
```

The next theorem is the closing move of the interval argument: a level that bounds all expectation values from below is the lowest one. Its proof applies the bound to an eigenvector of any other level and cancels the positive factor $\|y\|^2$.

```lean
/-- An energy level that bounds all expectation values from below is the lowest level. -/
theorem isLeast_level {T : E →ₗ[ℂ] E} {e : ℝ} (he : e ∈ levels T)
    (h : ∀ y, e * ‖y‖ ^ 2 ≤ expVal T y) : IsLeast (levels T) e := by
  refine ⟨he, ?_⟩
  rintro f ⟨y, hy0, hy⟩
  have h1 := h y
  rw [expVal_eigen hy] at h1
  exact le_of_mul_le_mul_right h1 (pow_pos (norm_pos_iff.mpr hy0) 2)
```

For a symmetric operator on a nonzero finite-dimensional space, the lowest level exists and bounds every expectation value. In the proof, `h1` is the expansion in the eigenbasis, and `Finset.sum_le_sum` compares the weighted sum with $\lambda_k\|x\|^2$ term by term.

```lean
/-- The ground energy of a Hermitian operator is its lowest eigenvalue, and it bounds every
expectation value from below. -/
theorem groundEnergy_spec [FiniteDimensional ℂ E] [Nontrivial E] {T : E →ₗ[ℂ] E}
    (hT : T.IsSymmetric) : IsLeast (levels T) (groundEnergy T) ∧
      ∀ x, groundEnergy T * ‖x‖ ^ 2 ≤ expVal T x := by
  obtain ⟨b, lam, hb⟩ : ∃ (b : OrthonormalBasis (Fin (finrank ℂ E)) ℂ E)
      (lam : Fin (finrank ℂ E) → ℝ), ∀ i, T (b i) = (lam i : ℂ) • b i :=
    ⟨hT.eigenvectorBasis rfl, hT.eigenvalues rfl, fun i => hT.apply_eigenvectorBasis rfl i⟩
  have : Nonempty (Fin (finrank ℂ E)) := ⟨⟨0, finrank_pos⟩⟩
  obtain ⟨k, hk⟩ := Finite.exists_min lam
  have hbound : ∀ x, lam k * ‖x‖ ^ 2 ≤ expVal T x := by
    intro x
    -- `expVal T x` is the sum of the eigenvalues `lam i` with weights |⟨bᵢ, x⟩|²
    have h1 : expVal T x = ∑ i, lam i * ‖inner ℂ (b i) x‖ ^ 2 := by
      rw [expVal, ← b.sum_inner_mul_inner x (T x), Complex.re_sum]
      refine Finset.sum_congr rfl fun i _ => ?_
      rw [← hT (b i) x, hb, inner_smul_left, Complex.conj_ofReal, ← inner_conj_symm x (b i),
        ← Complex.normSq_eq_norm_sq, Complex.normSq_apply]
      simp only [Complex.mul_re, Complex.mul_im, Complex.conj_re, Complex.conj_im,
        Complex.ofReal_re, Complex.ofReal_im]
      ring
    rw [h1, ← b.sum_sq_norm_inner_right x, Finset.mul_sum]
    exact Finset.sum_le_sum fun i _ => mul_le_mul_of_nonneg_right (hk i) (sq_nonneg _)
  have hl := isLeast_level ⟨b k, b.orthonormal.ne_zero k, hb k⟩ hbound
  have he : groundEnergy T = lam k := hl.csInf_eq
  rw [he]
  exact ⟨hl, hbound⟩
```

## Attaining the minimum

The quadratic in $r$ is `hq`. The value of $r$ is the one chosen by hand, recorded through $r(c+1)=a$, and `nlinarith` finds the contradiction with the positivity of $r^2(c+2)$.

```lean
/-- A state in which a positive semidefinite operator has expectation value zero is
annihilated by that operator. -/
theorem apply_eq_zero_of_expVal {A : E →ₗ[ℂ] E} (hA : A.IsSymmetric)
    (hpos : ∀ x, 0 ≤ expVal A x) {u : E} (hu : expVal A u = 0) : A u = 0 := by
  -- vary the state along the direction -A u
  have hq : ∀ r : ℝ, expVal A (u - (r : ℂ) • A u)
      = expVal A u - 2 * r * ‖A u‖ ^ 2 + r ^ 2 * expVal A (A u) := by
    intro r
    simp only [expVal, map_sub, map_smul, inner_sub_left, inner_sub_right, inner_smul_left,
      inner_smul_right, Complex.conj_ofReal, ← hA u (A u), Complex.sub_re,
      Complex.re_ofReal_mul, re_inner_self]
    ring
  by_contra hne
  have ha : 0 < ‖A u‖ ^ 2 := pow_pos (norm_pos_iff.mpr hne) 2
  have hc := hpos (A u)
  obtain ⟨r, hr0, hr⟩ : ∃ r : ℝ, 0 < r ∧ r * (expVal A (A u) + 1) = ‖A u‖ ^ 2 :=
    ⟨‖A u‖ ^ 2 / (expVal A (A u) + 1), by positivity, div_mul_cancel₀ _ (by positivity)⟩
  have h1 := hpos (u - (r : ℂ) • A u)
  rw [hq r, hu, ← hr] at h1
  have h2 : 0 < r ^ 2 * (expVal A (A u) + 2) := by positivity
  nlinarith
```

Shifting $T$ by $-e$ turns this into the statement about minimisers. Here `e` is any lower bound that `u` attains.

```lean
/-- A state whose expectation value attains a lower bound `e` of the energy is an eigenvector
with eigenvalue `e`. -/
theorem eigen_of_attains {T : E →ₗ[ℂ] E} (hT : T.IsSymmetric) {e : ℝ}
    (h : ∀ x, e * ‖x‖ ^ 2 ≤ expVal T x) {u : E} (hu : expVal T u = e * ‖u‖ ^ 2) :
    T u = (e : ℂ) • u := by
  have hid : (LinearMap.id : E →ₗ[ℂ] E).IsSymmetric := fun _ _ => rfl
  have hx : ∀ x, expVal (T + ((-e : ℝ) : ℂ) • LinearMap.id) x
      = expVal T x - e * ‖x‖ ^ 2 := by
    intro x
    rw [expVal_add_smul]
    simp only [expVal, LinearMap.id_apply, re_inner_self]
    ring
  have h0 := apply_eq_zero_of_expVal (symm_add_smul hT hid (-e))
    (fun x => by rw [hx]; linarith [h x]) (u := u) (by rw [hx]; linarith)
  simp only [LinearMap.add_apply, Complex.ofReal_neg, neg_smul] at h0
  exact add_neg_eq_zero.mp h0
```

## The exactness theorem

The hypothesis `hg` says that $u$ is a ground vector of $H_0$, and `hE` says that the first-order energy is exact at $t$. No gap or non-degeneracy is assumed; if the ground level is degenerate, the first-order energy means $E(0)+tv$ for the given $u$. The eigenvector conclusion needs only $t\ne0$. The proof applies `eigen_of_attains` to the perturbed operator, cancels the $H_0$ term with `add_left_cancel`, and removes the factor $t$ by injectivity of scalar multiplication.

```lean
/-- If the first-order energy is exact at one nonzero coupling `t`, the unperturbed ground
vector is an eigenvector of the perturbation. -/
theorem eigenvector_of_exact [FiniteDimensional ℂ E] {H V : E →ₗ[ℂ] E}
    (hH : H.IsSymmetric) (hV : V.IsSymmetric) {u : E} (hu : ‖u‖ = 1)
    (hg : H u = (groundEnergy H : ℂ) • u) {t : ℝ} (ht : t ≠ 0)
    (hE : groundEnergy (H + (t : ℂ) • V) = groundEnergy H + t * expVal V u) :
    V u = (expVal V u : ℂ) • u := by
  have hu0 : u ≠ 0 := by rintro rfl; simp at hu
  have : Nontrivial E := ⟨⟨u, 0, hu0⟩⟩
  have hs := symm_add_smul hH hV t
  -- u attains the ground energy of the perturbed operator
  have h1 := eigen_of_attains hs (groundEnergy_spec hs).2 (u := u) (by
    rw [expVal_add_smul, expVal_eigen hg, hE, hu]; ring)
  rw [hE, LinearMap.add_apply, LinearMap.smul_apply, hg, Complex.ofReal_add,
    Complex.ofReal_mul, add_smul, mul_smul] at h1
  exact smul_right_injective E (Complex.ofReal_ne_zero.mpr ht) (add_left_cancel h1)
```

The main theorem adds the interval. Its first bullet checks that $u$ is an eigenvector at coupling $s$. The second multiplies the endpoint bounds by $t-s$ and $s$ (`h2` and `h3`), adds them, and cancels $t>0$.

```lean
/-- If first-order perturbation theory gives the exact ground energy at one coupling `t > 0`,
then the unperturbed ground vector `u` is an eigenvector of `V`, and the first-order energy is
exact for every coupling in `[0, t]`. -/
theorem first_order_exact [FiniteDimensional ℂ E] {H V : E →ₗ[ℂ] E}
    (hH : H.IsSymmetric) (hV : V.IsSymmetric) {u : E} (hu : ‖u‖ = 1)
    (hg : H u = (groundEnergy H : ℂ) • u) {t : ℝ} (ht : 0 < t)
    (hE : groundEnergy (H + (t : ℂ) • V) = groundEnergy H + t * expVal V u) :
    V u = (expVal V u : ℂ) • u ∧ ∀ s ∈ Set.Icc 0 t,
      groundEnergy (H + (s : ℂ) • V) = groundEnergy H + s * expVal V u := by
  have hVu := eigenvector_of_exact hH hV hu hg ht.ne' hE
  refine ⟨hVu, fun s hs => ?_⟩
  have hu0 : u ≠ 0 := by rintro rfl; simp at hu
  have : Nontrivial E := ⟨⟨u, 0, hu0⟩⟩
  refine (isLeast_level ⟨u, hu0, ?_⟩ fun y => ?_).csInf_eq
  · rw [LinearMap.add_apply, LinearMap.smul_apply, hg, hVu, Complex.ofReal_add,
      Complex.ofReal_mul, add_smul, mul_smul]
  · -- mix the lower bounds at couplings 0 and t with weights t - s and s
    have h0 := (groundEnergy_spec hH).2 y
    have h1 := (groundEnergy_spec (symm_add_smul hH hV t)).2 y
    rw [hE, expVal_add_smul] at h1
    rw [expVal_add_smul]
    have h2 := mul_le_mul_of_nonneg_left h0 (sub_nonneg.mpr hs.2)
    have h3 := mul_le_mul_of_nonneg_left h1 hs.1
    refine le_of_mul_le_mul_left ?_ ht
    linarith
```

If $u$ is not an eigenvector of $V$ for any complex eigenvalue, equality is excluded at every nonzero coupling of either sign, and the variational inequality becomes strict.

```lean
/-- If the unperturbed ground vector is not an eigenvector of `V`, the first-order energy lies
strictly above the true ground energy at every nonzero coupling. -/
theorem first_order_strict [FiniteDimensional ℂ E] {H V : E →ₗ[ℂ] E}
    (hH : H.IsSymmetric) (hV : V.IsSymmetric) {u : E} (hu : ‖u‖ = 1)
    (hg : H u = (groundEnergy H : ℂ) • u) (hne : ∀ c : ℂ, V u ≠ c • u) {t : ℝ} (ht : t ≠ 0) :
    groundEnergy (H + (t : ℂ) • V) < groundEnergy H + t * expVal V u := by
  have hu0 : u ≠ 0 := by rintro rfl; simp at hu
  have : Nontrivial E := ⟨⟨u, 0, hu0⟩⟩
  have h1 := (groundEnergy_spec (symm_add_smul hH hV t)).2 u
  rw [expVal_add_smul, expVal_eigen hg, hu] at h1
  refine lt_of_le_of_ne (by linarith) fun h => ?_
  exact hne _ (eigenvector_of_exact hH hV hu hg ht h)
```

## The crossing that ends the interval

The counterexample uses the operator $|e\rangle\langle e|$.

```lean
/-- The operator `|e⟩⟨e|`. -/
def ketBra (e : E) : E →ₗ[ℂ] E where
  toFun x := inner ℂ e x • e
  map_add' x y := by rw [inner_add_right, add_smul]
  map_smul' c x := by rw [inner_smul_right, mul_smul, RingHom.id_apply]
```

The theorem states that this operator annihilates $u$, and that the ground energy of $H_0+sV$ is $\min(0,1-s)$ for every real $s$. The first part gives $H_0u=Vu=0$, so the first-order energy of $u$ is $0$. The proof exhibits $u$ as the ground vector for $s\le1$ and $e$ for $s\ge1$, and finishes each case with `isLeast_level`.

```lean
/-- For orthonormal `u`, `e`, the operator `|e⟩⟨e|` annihilates `u`, and with `H = |e⟩⟨e|` and `V =
-|e⟩⟨e|` the ground energy of `H + sV` is `min 0 (1 - s)`. -/
theorem level_crossing {u e : E} (hu : ‖u‖ = 1) (he : ‖e‖ = 1) (hue : inner ℂ e u = 0) (s : ℝ) :
    ketBra e u = 0 ∧ groundEnergy (ketBra e + (s : ℂ) • (-ketBra e)) = min 0 (1 - s) := by
  have hPu : ketBra e u = 0 := by
    change inner ℂ e u • e = 0
    rw [hue, zero_smul]
  have hPe : ketBra e e = e := by
    change inner ℂ e e • e = e
    rw [inner_self_eq_norm_sq_to_K, he]
    simp
  have hexp : ∀ y, expVal (ketBra e + (s : ℂ) • (-ketBra e)) y
      = (1 - s) * ‖inner ℂ e y‖ ^ 2 := by
    intro y
    have hP : expVal (ketBra e) y = ‖inner ℂ e y‖ ^ 2 := by
      change (inner ℂ y (inner ℂ e y • e)).re = _
      rw [inner_smul_right, ← inner_conj_symm y e, Complex.mul_conj, Complex.ofReal_re,
        Complex.normSq_eq_norm_sq]
    have hN : expVal (-ketBra e) y = -expVal (ketBra e) y := by
      simp only [expVal, LinearMap.neg_apply, inner_neg_right, Complex.neg_re]
    rw [expVal_add_smul, hN, hP]
    ring
  refine ⟨hPu, ?_⟩
  rcases le_total s 1 with h | h
  · -- before the crossing u is the ground vector
    rw [min_eq_left (by linarith)]
    refine (isLeast_level ⟨u, by rintro rfl; simp at hu, ?_⟩ fun y => ?_).csInf_eq
    · simp [hPu]
    · rw [hexp, zero_mul]
      exact mul_nonneg (by linarith) (sq_nonneg _)
  · -- after the crossing e is the ground vector
    rw [min_eq_right (by linarith)]
    refine (isLeast_level ⟨e, by rintro rfl; simp at he, ?_⟩ fun y => ?_).csInf_eq
    · rw [LinearMap.add_apply, LinearMap.smul_apply, LinearMap.neg_apply, hPe]
      push_cast
      module
    · rw [hexp]
      have h1 : ‖inner ℂ e y‖ ≤ ‖y‖ := by
        have h2 := norm_inner_le_norm (𝕜 := ℂ) e y
        rwa [he, one_mul] at h2
      exact mul_le_mul_of_nonpos_left (pow_le_pow_left₀ (norm_nonneg _) h1 2) (by linarith)

end

end FirstOrderExact
```

```lean
#print axioms FirstOrderExact.first_order_exact
#print axioms FirstOrderExact.first_order_strict
#print axioms FirstOrderExact.level_crossing
```

```
'FirstOrderExact.first_order_exact' depends on axioms: [propext, Classical.choice, Quot.sound]
'FirstOrderExact.first_order_strict' depends on axioms: [propext, Classical.choice, Quot.sound]
'FirstOrderExact.level_crossing' depends on axioms: [propext, Classical.choice, Quot.sound]
```

## Residuals, crossings and the Hartree–Fock energy

In a matrix calculation the eigenvector condition is tested by the residual $Vu-vu$, whose squared norm is $\langle u,V^2u\rangle-v^2$. A nonzero residual means that the first-order energy is too high at every nonzero coupling.

A zero residual does not show that the first-order energy is the ground energy, and reading the theorem backwards in this way is a mistake. It shows that $u$ is an eigenvector of $H_0+sV$ with eigenvalue $E(0)+sv$, which need not be the lowest. With a degenerate ground level the line can fail at once: for $H_0=0$, $V=\mathrm{diag}(0,-1)$ and $u=(1,0)$, the first-order energy of $u$ is $0$ but $E(s)=-s$ for $s>0$. Degenerate perturbation theory, which diagonalises $V$ within the ground level, would select $(0,1)$ instead. A Lanczos iteration for $H_0+sV$ started from a $u$ with zero residual stops after one step in exact arithmetic and returns $E(0)+sv$, even when a lower level exists. To find that level in exact arithmetic, the start vector must overlap its eigenspace.

In electronic structure, let $H_0$ be the Fock operator summed over the electrons in a finite orbital basis, with the Hartree–Fock determinant as a ground vector, and let $V$ be the rest of the Hamiltonian. At $t=1$ the first-order energy is the Hartree–Fock energy, so within that basis it equals the full configuration-interaction energy only if the determinant is already an exact eigenstate.
